# The RPA log-determinant as an integral over coupling strength, when no coupling in [0,1] is singular

The interaction \(v\) and the bare response \(\chi_0\) are taken here as arbitrary real square matrices of the same finite size, and screening is defined by a matrix inverse. Neither matrix has to be symmetric, definite or invertible. In an electronic-structure calculation they would be the Coulomb interaction and the density response of the non-interacting system, both written in a finite real basis at one fixed imaginary frequency. The frequency therefore does not appear as a variable.

With a coupling strength \(l\) that runs from 0 to 1, the two quantities of interest are

\[
U(l) = (1 - l\,v\chi_0)^{-1} v, \qquad \chi_l = \chi_0\,(1 - l\,v\chi_0)^{-1}.
\]

The results are the relation \(U(1) = v + v\chi v\) with \(\chi = \chi_1\), and the energy formula

\[
\ln\det(1 - v\chi_0) + \mathrm{Tr}(v\chi_0) = -\int_0^1 \mathrm{Tr}\big[\chi_0\,(U(l) - v)\big]\,dl .
\]

The relation for \(U(1)\) assumes only that \(\det(1 - v\chi_0) \neq 0\). The energy formula assumes that \(\det(1 - l\,v\chi_0) \neq 0\) for every \(l\) in \([0,1]\). Physically, a zero of this determinant means that some nonzero potential \(\varphi\) satisfies \(\varphi = l\,v\chi_0\varphi\): the system sustains an induced potential with no external field applied. The hypothesis excludes such a self-sustained response along the whole path from the non-interacting system to full coupling. It holds automatically when \(v\) is symmetric positive semidefinite and \(\chi_0\) is symmetric negative semidefinite, because the eigenvalues of \(v\chi_0\) are then real and at most zero. The Coulomb interaction and the response of a non-interacting ground state with real orbitals, at imaginary frequency, are of this kind. This special case is not proved in the Lean code.

The left-hand side of the energy formula is the integrand, at a single frequency and in a finite basis, of the RPA correlation energy. The integral over frequency and its prefactor are not treated.

In Lean, the basis is a finite index type `n`, and both matrices have type `Matrix n n ℝ`.

```lean
import Mathlib

open Set

namespace RPACouplingIntegral

noncomputable section

variable {n : Type*} [Fintype n] [DecidableEq n]
```

## Screened interaction and response at coupling l

The product \(l\,v\chi_0\) is written `l • (v * χ₀)`, where the dot is multiplication by a real number. The screened interaction has the inverse on the left of \(v\).

```lean
/-- The screened interaction `U(l) = (1 - l v χ₀)⁻¹ v` at coupling strength `l`,
for `1 - l v χ₀` nonsingular. -/
def screened (v χ₀ : Matrix n n ℝ) (l : ℝ) : Matrix n n ℝ :=
  (1 - l • (v * χ₀))⁻¹ * v
```

The response has the same inverse, now on the right of \(\chi_0\). The matrix \(\chi_0\) itself does not depend on \(l\). No exchange-correlation kernel is added to \(v\), and this is what makes the response that of the RPA. Lean assigns a value to the inverse of a singular matrix too, so the theorems that rely on the inverse carry a determinant condition.

```lean
/-- The RPA response `χ_l = χ₀ (1 - l v χ₀)⁻¹` at coupling strength `l`,
for `1 - l v χ₀` nonsingular. -/
def response (v χ₀ : Matrix n n ℝ) (l : ℝ) : Matrix n n ℝ :=
  χ₀ * (1 - l • (v * χ₀))⁻¹
```

## The bare interaction plus the part carried by the response

Write \(R = (1 - l\,v\chi_0)^{-1}\). Multiplying out \((1 - l\,v\chi_0)R = 1\) gives

\[
R = 1 + l\,v\chi_0 R .
\]

Multiplication by \(v\) from the right then yields

\[
U(l) = Rv = v + l\,v\,(\chi_0 R)\,v = v + l\,v\chi_l v .
\]

Only the coupling \(l\) in question has to be nonsingular, and this is the hypothesis `h`. In the proof, `h1` is the equation \((1 - l\,v\chi_0)R = 1\), `h2` is its rearranged form, and the `calc` block carries out the multiplication by \(v\).

```lean
/-- If `1 - l v χ₀` is nonsingular, the screened interaction is the bare one plus the
interaction mediated by the response: `U(l) = v + l v χ_l v`. -/
theorem screened_eq (v χ₀ : Matrix n n ℝ) (l : ℝ)
    (h : (1 - l • (v * χ₀)).det ≠ 0) :
    screened v χ₀ l = v + l • (v * response v χ₀ l * v) := by
  have h1 := Matrix.mul_nonsing_inv (1 - l • (v * χ₀)) (isUnit_iff_ne_zero.mpr h)
  unfold screened response
  generalize (1 - l • (v * χ₀))⁻¹ = R at h1 ⊢
  -- the inverse R obeys R = 1 + l v χ₀ R
  rw [Matrix.sub_mul, Matrix.one_mul, Matrix.smul_mul] at h1
  have h2 : R = 1 + l • (v * χ₀ * R) := sub_eq_iff_eq_add.mp h1
  calc R * v = (1 + l • (v * χ₀ * R)) * v := congrArg (· * v) h2
    _ = v + l • (v * (χ₀ * R) * v) := by
      rw [Matrix.add_mul, Matrix.one_mul, Matrix.smul_mul, Matrix.mul_assoc v χ₀ R]
```

At \(l = 1\) the prefactor disappears and the relation becomes \(U(1) = v + v\chi v\). The first term is the bare interaction between two charges. The second is the interaction that one charge exerts on the other through the density it induces. The theorem needs \(\det(1 - v\chi_0) \neq 0\) and nothing about smaller couplings.

```lean
/-- At full coupling, with `1 - v χ₀` nonsingular and `χ = χ₀ (1 - v χ₀)⁻¹`, the screened
interaction is `U(1) = v + v χ v`. -/
theorem screened_one (v χ₀ : Matrix n n ℝ) (h : (1 - v * χ₀).det ≠ 0) :
    screened v χ₀ 1 = v + v * (χ₀ * (1 - v * χ₀)⁻¹) * v := by
  have h1 := screened_eq v χ₀ 1 (by rwa [one_smul])
  rw [h1, response, one_smul, one_smul]
```

## The slope of a determinant at the identity

The derivative of the log-determinant starts from the expansion of \(\det(1 + rM)\) for small \(r\). In the sum over permutations, the identity permutation contributes

\[
\prod_i (1 + rM_{ii}) = 1 + r\sum_i M_{ii} + O(r^2).
\]

Every other permutation moves at least two indices, so it picks up at least two off-diagonal factors \(rM_{ij}\) and is of order \(r^2\). Hence

\[
\det(1 + rM) = 1 + r\,\mathrm{Tr}\,M + r^2 p(r)
\]

with a polynomial \(p\), and the derivative at \(r = 0\) is \(\mathrm{Tr}\,M\).

Mathlib supplies this expansion as `Matrix.det_one_add_smul`. The proof names the polynomial `p`, differentiates the three terms, and lets `simp` remove the contributions that vanish at \(r = 0\).

```lean
/-- The determinant of `1 + r M` has derivative `Tr M` at `r = 0`. -/
theorem hasDerivAt_det_one_add (M : Matrix n n ℝ) :
    HasDerivAt (fun r : ℝ => (1 + r • M).det) M.trace 0 := by
  -- beyond first order the determinant is r² times a polynomial
  have h : ∃ p : Polynomial ℝ, ∀ r : ℝ,
      (1 + r • M).det = 1 + M.trace * r + p.eval r * r ^ 2 :=
    ⟨_, fun r => Matrix.det_one_add_smul r M⟩
  obtain ⟨p, hp⟩ := h
  have h1 := (((hasDerivAt_id' (0 : ℝ)).const_mul M.trace).const_add 1).fun_add
    ((p.hasDerivAt 0).fun_mul (hasDerivAt_pow 2 (0 : ℝ)))
  simp only [hp]
  exact h1.congr_deriv (by simp)
```

## The log-determinant at any nonsingular coupling

Let \(A\) be a real square matrix, later \(v\chi_0\), and let \(1 - lA\) be nonsingular. For any other coupling \(t\),

\[
1 - tA = (1 - lA) - (t - l)A = (1 - lA)\Big(1 - (t - l)(1 - lA)^{-1}A\Big).
\]

Taking determinants moves the dependence on \(t\) into a factor of the form \(\det(1 + rM)\), with \(r = t - l\) and \(M = -(1 - lA)^{-1}A\). The previous result gives

\[
\frac{d}{dt}\det(1 - tA)\Big|_{t=l} = -\det(1 - lA)\,\mathrm{Tr}\big[(1 - lA)^{-1}A\big],
\]

and division by \(\det(1 - lA)\) gives

\[
\frac{d}{dt}\ln|\det(1 - tA)|\Big|_{t=l} = -\mathrm{Tr}\big[(1 - lA)^{-1}A\big].
\]

The absolute value lets the formula hold for either sign of the determinant. In the proof, `hfac` is the factorisation, `h0` and `h1` shift the known derivative from \(r = 0\) to \(t = l\), `h2` is the derivative of the determinant, and the last line divides.

```lean
/-- Where `1 - l A` is nonsingular, the derivative of `ln |det(1 - l A)|` with respect to
the coupling `l` is `-Tr[(1 - l A)⁻¹ A]`. -/
theorem hasDerivAt_log_det (A : Matrix n n ℝ) (l : ℝ) (h : (1 - l • A).det ≠ 0) :
    HasDerivAt (fun t : ℝ => Real.log |(1 - t • A).det|)
      (-((1 - l • A)⁻¹ * A).trace) l := by
  have hB := Matrix.mul_nonsing_inv (1 - l • A) (isUnit_iff_ne_zero.mpr h)
  -- factor out the matrix at coupling l
  have hfac : ∀ t : ℝ, (1 - t • A).det =
      (1 - l • A).det * (1 + (t - l) • (-((1 - l • A)⁻¹ * A))).det := by
    intro t
    rw [← Matrix.det_mul]
    congr 1
    rw [Matrix.mul_add, Matrix.mul_one, Matrix.mul_smul, Matrix.mul_neg,
      ← Matrix.mul_assoc, hB, Matrix.one_mul]
    module
  have h0 : HasDerivAt (fun r : ℝ => (1 + r • (-((1 - l • A)⁻¹ * A))).det)
      (-((1 - l • A)⁻¹ * A)).trace (l - l) := by
    rw [sub_self]
    exact hasDerivAt_det_one_add _
  have h1 := (HasDerivAt.comp_sub_const l l h0).const_mul (1 - l • A).det
  have h2 : HasDerivAt (fun t : ℝ => (1 - t • A).det)
      ((1 - l • A).det * (-((1 - l • A)⁻¹ * A)).trace) l :=
    h1.congr_of_eventuallyEq (Filter.Eventually.of_forall hfac)
  simp only [Real.log_abs]
  exact (h2.log h).congr_deriv (by rw [mul_div_cancel_left₀ _ h, Matrix.trace_neg])
```

## Why the determinant stays positive

At \(l = 0\) the determinant is \(\det 1 = 1\). It is a polynomial in \(l\), hence continuous. If it were zero or negative at some \(l\) in \([0,1]\), the intermediate value theorem would give a zero at some \(t\) between 0 and \(l\), which the hypothesis rules out. So

\[
\det(1 - l\,v\chi_0) > 0 \quad\text{for all } l \in [0,1].
\]

Requiring the determinant to be nonzero on the path is therefore the same as requiring it to be positive there. In Lean the path is `Icc (0 : ℝ) 1`, the closed interval. The proof argues by contradiction: `hneg` denies positivity at \(l\), and `intermediate_value_Icc'` produces the forbidden zero.

```lean
/-- If `1 - l v χ₀` is nonsingular for all couplings `l` in `[0,1]`, its determinant is
positive for all of them. -/
theorem det_pos (v χ₀ : Matrix n n ℝ)
    (h : ∀ l ∈ Icc (0 : ℝ) 1, (1 - l • (v * χ₀)).det ≠ 0) :
    ∀ l ∈ Icc (0 : ℝ) 1, 0 < (1 - l • (v * χ₀)).det := by
  intro l hl
  by_contra hneg
  have hc : Continuous fun t : ℝ => (1 - t • (v * χ₀)).det :=
    (continuous_const.sub (continuous_id.smul continuous_const)).matrix_det
  -- a sign change from the value 1 at l = 0 would force a zero
  obtain ⟨t, ht, h0⟩ := intermediate_value_Icc' hl.1 hc.continuousOn
    (show (0 : ℝ) ∈ Icc _ _ from ⟨not_lt.mp hneg, by simp⟩)
  exact h t ⟨ht.1, ht.2.trans hl.2⟩ h0
```

## A continuous integrand

The fundamental theorem of calculus needs an integrable derivative. By the adjugate formula,

\[
(1 - l\,v\chi_0)^{-1} = \frac{\mathrm{adj}(1 - l\,v\chi_0)}{\det(1 - l\,v\chi_0)} .
\]

The entries of the adjugate are polynomials in \(l\), and the denominator has no zero on \([0,1]\), so the inverse is continuous there. Multiplying by fixed matrices, subtracting \(v\) and taking the trace preserve continuity. The integrand \(\mathrm{Tr}[\chi_0(U(l) - v)]\) is thus continuous on a closed bounded interval, and hence integrable.

The proof has the same two layers: `hinv` is the continuity of the inverse, and `hT` is the continuity of the map from the inverse to the trace.

```lean
/-- If `1 - l v χ₀` is nonsingular for all `l` in `[0,1]`, the integrand
`Tr[χ₀ (U(l) - v)]` is continuous in the coupling on `[0,1]`. -/
theorem continuousOn_integrand (v χ₀ : Matrix n n ℝ)
    (h : ∀ l ∈ Icc (0 : ℝ) 1, (1 - l • (v * χ₀)).det ≠ 0) :
    ContinuousOn (fun l : ℝ => (χ₀ * (screened v χ₀ l - v)).trace) (Icc 0 1) := by
  have hB : Continuous fun l : ℝ => 1 - l • (v * χ₀) :=
    continuous_const.sub (continuous_id.smul continuous_const)
  -- the inverse is the adjugate divided by the determinant
  have hinv : ContinuousOn (fun l : ℝ => (1 - l • (v * χ₀))⁻¹) (Icc 0 1) := by
    simp only [Matrix.inv_def, Ring.inverse_eq_inv']
    exact (hB.matrix_det.continuousOn.inv₀ h).smul hB.matrix_adjugate.continuousOn
  have hT : Continuous fun R : Matrix n n ℝ => (χ₀ * (R * v - v)).trace :=
    (continuous_const.matrix_mul
      ((continuous_id.matrix_mul continuous_const).sub continuous_const)).matrix_trace
  exact hT.comp_continuousOn hinv
```

## Integrating from zero to full coupling

Define

\[
F(t) = \ln|\det(1 - t\,v\chi_0)| + t\,\mathrm{Tr}(v\chi_0).
\]

The derivative of the log-determinant, taken with \(A = v\chi_0\), gives

\[
F'(l) = -\mathrm{Tr}\big[(1 - l\,v\chi_0)^{-1}v\chi_0\big] + \mathrm{Tr}(v\chi_0).
\]

The trace is cyclic, so the first trace equals \(\mathrm{Tr}[U(l)\chi_0] = \mathrm{Tr}[\chi_0 U(l)]\) and the second equals \(\mathrm{Tr}(\chi_0 v)\). Therefore

\[
F'(l) = -\mathrm{Tr}\big[\chi_0(U(l) - v)\big].
\]

At the lower end \(F(0) = \ln 1 + 0 = 0\). At the upper end the determinant is positive, so the absolute value can be removed and \(F(1) = \ln\det(1 - v\chi_0) + \mathrm{Tr}(v\chi_0)\). The difference \(F(1) - F(0)\) is the integral of \(F'\), which is the energy formula.

The theorem states two things under the one hypothesis: \(\det(1 - v\chi_0)\) is positive, so the logarithm is the ordinary one, and the formula holds. In the proof, `hd` is the derivative of \(F\) with the cyclic rearrangement `hc` inside it, `hi` is integrability, and `key` is the fundamental theorem applied to \(F\), after which the endpoint values are simplified.

```lean
/-- If `1 - l v χ₀` is nonsingular for all `l` in `[0,1]`, then `det(1 - v χ₀)` is positive
and `ln det(1 - v χ₀) + Tr(v χ₀) = -∫₀¹ Tr[χ₀ (U(l) - v)] dl`. -/
theorem log_det_eq_integral (v χ₀ : Matrix n n ℝ)
    (h : ∀ l ∈ Icc (0 : ℝ) 1, (1 - l • (v * χ₀)).det ≠ 0) :
    0 < (1 - v * χ₀).det ∧
    Real.log (1 - v * χ₀).det + (v * χ₀).trace =
      -∫ l in (0 : ℝ)..1, (χ₀ * (screened v χ₀ l - v)).trace := by
  refine ⟨by simpa only [one_smul] using det_pos v χ₀ h 1 ⟨zero_le_one, le_rfl⟩, ?_⟩
  have hd : ∀ l ∈ uIcc (0 : ℝ) 1,
      HasDerivAt (fun t : ℝ => Real.log |(1 - t • (v * χ₀)).det| + t * (v * χ₀).trace)
        (-(χ₀ * (screened v χ₀ l - v)).trace) l := by
    intro l hl
    rw [uIcc_of_le zero_le_one] at hl
    refine ((hasDerivAt_log_det _ l (h l hl)).fun_add
      ((hasDerivAt_id' l).mul_const _)).congr_deriv ?_
    -- cyclicity of the trace
    have hc : (χ₀ * (screened v χ₀ l - v)).trace =
        ((1 - l • (v * χ₀))⁻¹ * (v * χ₀)).trace - (v * χ₀).trace := by
      rw [Matrix.mul_sub, Matrix.trace_sub, Matrix.trace_mul_comm χ₀ (screened v χ₀ l),
        Matrix.trace_mul_comm χ₀ v, screened, Matrix.mul_assoc]
    rw [hc]
    ring
  have hi := (continuousOn_integrand v χ₀ h).intervalIntegrable_of_Icc
    (μ := MeasureTheory.volume) zero_le_one
  have key := intervalIntegral.integral_eq_sub_of_hasDerivAt hd hi.neg
  rw [intervalIntegral.integral_neg] at key
  simp only [Real.log_abs, one_smul, zero_smul, sub_zero, Matrix.det_one, Real.log_one,
    one_mul, zero_mul, add_zero] at key
  linarith
```

A factor of \(l\) is readily misplaced in this derivation. A system whose interaction is \(l\,v\) has the screened interaction

\[
(1 - l\,v\chi_0)^{-1}\,l\,v = l\,U(l),
\]

whereas the \(U(l)\) of the energy formula keeps the full \(v\) on the right and scales only the screening. The one-by-one case shows the difference. With \(x = v\chi_0 < 1\), the correct integrand is

\[
\frac{x}{1 - lx} - x = \frac{l\,x^2}{1 - lx},
\]

and minus its integral begins with \(-x^2/2\), as \(\ln(1 - x) + x\) does. If \(U(l) - v\) is replaced by \(l\,U(l) - l\,v\), the integrand gains a second factor of \(l\) and the leading term becomes \(-x^2/3\).

## The same quantity from the response

Cyclicity also moves the screening from the interaction to the response:

\[
\mathrm{Tr}(v\chi_l) = \mathrm{Tr}(\chi_l v) = \mathrm{Tr}\big[\chi_0(1 - l\,v\chi_0)^{-1}v\big] = \mathrm{Tr}\big[\chi_0 U(l)\big].
\]

Together with \(\mathrm{Tr}(v\chi_0) = \mathrm{Tr}(\chi_0 v)\), this shows that the two integrands agree at each \(l\), and so

\[
\ln\det(1 - v\chi_0) + \mathrm{Tr}(v\chi_0) = -\int_0^1 \mathrm{Tr}\big[v\,(\chi_l - \chi_0)\big]\,dl .
\]

This has the shape of the adiabatic-connection formula for the correlation energy, with the RPA response in place of the exact one. What is proved is an identity for finite real matrices: the link between such an integral and the energy of interacting electrons comes from many-body theory and is not derived here. For RPA calculations in a finite basis, the identity means that a numerical quadrature over \(l\) and a single log-determinant must agree at each frequency where the hypothesis holds, up to quadrature and rounding error.

In the proof, `hc` is the equality of the two integrands, and the preceding theorem supplies the rest.

```lean
/-- If `1 - l v χ₀` is nonsingular for all `l` in `[0,1]`, then
`ln det(1 - v χ₀) + Tr(v χ₀) = -∫₀¹ Tr[v (χ_l - χ₀)] dl`, where `χ_l` is the RPA response at
coupling `l`. -/
theorem log_det_eq_integral_response (v χ₀ : Matrix n n ℝ)
    (h : ∀ l ∈ Icc (0 : ℝ) 1, (1 - l • (v * χ₀)).det ≠ 0) :
    Real.log (1 - v * χ₀).det + (v * χ₀).trace =
      -∫ l in (0 : ℝ)..1, (v * (response v χ₀ l - χ₀)).trace := by
  have hc : ∀ l : ℝ, (v * (response v χ₀ l - χ₀)).trace =
      (χ₀ * (screened v χ₀ l - v)).trace := by
    intro l
    rw [Matrix.mul_sub, Matrix.mul_sub, Matrix.trace_sub, Matrix.trace_sub,
      Matrix.trace_mul_comm v (response v χ₀ l), Matrix.trace_mul_comm v χ₀,
      response, screened, Matrix.mul_assoc]
  simp only [hc]
  exact (log_det_eq_integral v χ₀ h).2

end

end RPACouplingIntegral
```

```lean
#print axioms RPACouplingIntegral.screened_one
-- 'RPACouplingIntegral.screened_one' depends on axioms: [propext, Classical.choice, Quot.sound]
#print axioms RPACouplingIntegral.log_det_eq_integral_response
-- 'RPACouplingIntegral.log_det_eq_integral_response' depends on axioms: [propext, Classical.choice, Quot.sound]
```
